# The order of a rational matrix of finite order is the least common multiple of its cyclotomic orders

Let M be a square rational matrix with M^k = 1 for some k ≥ 1; a rotation or reflection that maps a crystal lattice to itself, written in a lattice basis, is an example. The theorem says that the order m of M, the least positive power that gives the identity, is the least common multiple L of those divisors d of m whose cyclotomic polynomial Φ_d divides the minimal polynomial of M. For the proof, X^m − 1 is written as the product of all Φ_d with d dividing m, and the factors that don't divide the minimal polynomial are dropped, since they are coprime to it. The minimal polynomial then divides X^L − 1, so M^L = 1 and m divides L, while L divides m because each d does.

This version doesn't compile in Lean 4 with Mathlib:

```lean
import Mathlib

open Polynomial

namespace OrderOfEqLcm

variable {n : Type*} [Fintype n] [DecidableEq n]

open Classical in
/-- The divisors `d` of the order of `M` for which the `d`-th cyclotomic polynomial divides
the minimal polynomial of `M`. -/
noncomputable def cyclotomicOrders (M : Matrix n n ℚ) : Finset ℕ :=
  (orderOf M).divisors.filter (fun d => cyclotomic d ℚ ∣ minpoly ℚ M)

/-- A number is a cyclotomic order of `M` exactly when it is among the divisors of the order of
`M` and its cyclotomic polynomial divides the minimal polynomial. -/
theorem mem_cyclotomicOrders {M : Matrix n n ℚ} {d : ℕ} : d ∈ cyclotomicOrders M ↔
    d ∈ (orderOf M).divisors ∧ cyclotomic d ℚ ∣ minpoly ℚ M := by
  simp only [cyclotomicOrders, Finset.mem_filter]

/-- The order of a rational matrix of finite order is the least common multiple of its
cyclotomic orders. -/
theorem orderOf_eq_lcm (M : Matrix n n ℚ) {k : ℕ} (hk : 1 ≤ k) (hM : M ^ k = 1) :
    orderOf M = (cyclotomicOrders M).lcm id := by
  have hpos : 0 < orderOf M := Nat.pos_of_dvd_of_pos (orderOf_dvd_of_pow_eq_one hM) hk
  have hL : (cyclotomicOrders M).lcm id ∣ orderOf M :=
    Finset.lcm_dvd fun d hd => Nat.dvd_of_mem_divisors (Finset.mem_filter.1 hd).1
  have hLpos := Nat.pos_of_dvd_of_pos hL hpos
  have hsub : cyclotomicOrders M ⊆ (orderOf M).divisors :=
    fun d hd => (Finset.mem_filter.1 hd).1
  -- the minimal polynomial divides the product of all cyclotomic factors of `X ^ m - 1`
  have h1 : minpoly ℚ M ∣ (∏ d ∈ (orderOf M).divisors \ cyclotomicOrders M, cyclotomic d ℚ) *
      ∏ d ∈ cyclotomicOrders M, cyclotomic d ℚ := by
    rw [Finset.prod_sdiff hsub, prod_cyclotomic_eq_X_pow_sub_one hpos]
    apply minpoly.dvd
    simp [pow_orderOf_eq_one]
  -- the factors that do not occur are coprime to it and drop out
  have h2 : IsCoprime (minpoly ℚ M)
      (∏ d ∈ (orderOf M).divisors \ cyclotomicOrders M, cyclotomic d ℚ) := by
    refine IsCoprime.prod_right fun d hd => ?_
    obtain ⟨hd1, hd2⟩ := Finset.mem_sdiff.1 hd
    have hirr := cyclotomic.irreducible_rat (Nat.pos_of_mem_divisors hd1)
    exact (hirr.coprime_iff_not_dvd.2 fun h => hd2 (Finset.mem_filter.2 ⟨hd1, h⟩)).symm
  have h3 : ∏ d ∈ cyclotomicOrders M, cyclotomic d ℚ ∣
      (X ^ ((cyclotomicOrders M).lcm id) - 1 : ℚ[X]) := by
    rw [← prod_cyclotomic_eq_X_pow_sub_one hLpos]
    exact Finset.prod_dvd_prod_of_subset _ _ _ fun d hd =>
      Nat.mem_divisors.2 ⟨Finset.dvd_lcm (f := id) hd, hLpos.ne'⟩
  obtain ⟨q, hq⟩ := (h2.dvd_of_dvd_mul_left h1).trans h3
  have h4 := congrArg (aeval M) hq
  rw [map_mul, minpoly.aeval, zero_mul, map_sub, map_pow, aeval_X, map_one] at h4
  exact Nat.dvd_antisymm (orderOf_dvd_of_pow_eq_one (sub_eq_zero.1 h4)) hL

end OrderOfEqLcm
```

Compiling this gives:

```
Main.lean:27:56: error(lean.synthInstanceFailed): failed to synthesize instance of type class
  DecidablePred fun d => cyclotomic d ℚ ∣ minpoly ℚ M

Hint: Type class instance resolution failures can be inspected with the `set_option trace.Meta.synthInstance true` command.
Main.lean:30:17: error(lean.synthInstanceFailed): failed to synthesize instance of type class
  DecidablePred fun d => cyclotomic d ℚ ∣ minpoly ℚ M

Hint: Type class instance resolution failures can be inspected with the `set_option trace.Meta.synthInstance true` command.
Main.lean:43:52: error(lean.synthInstanceFailed): failed to synthesize instance of type class
  DecidablePred fun d => cyclotomic d ℚ ∣ minpoly ℚ M

Hint: Type class instance resolution failures can be inspected with the `set_option trace.Meta.synthInstance true` command.
```

Diagnosis. All three messages say that Lean found no instance making the predicate "Φ_d divides the minimal polynomial of M" decidable. `Finset.filter` needs such an instance, and in the definition of `cyclotomicOrders` it comes from classical logic through `open Classical in`. That line covers only the declaration it precedes, so the classical instance is not available to instance search in `orderOf_eq_lcm`.

The proof there applies `Finset.mem_filter` directly to membership in `cyclotomicOrders M`. Lean sees through the definition far enough to find the predicate, which the messages quote, but `Finset.mem_filter` also takes the decidability instance as an argument, and the search for it fails.

The repair puts `mem_cyclotomicOrders` in all three places. This lemma, already proved in the file, gives the same two conditions for membership, but its statement speaks of `cyclotomicOrders M` and takes no decidability argument, so using it starts no such search.

Lean accepts the file once it reads:

```diff
@@ -25,8 +25,8 @@
   have hpos : 0 < orderOf M := Nat.pos_of_dvd_of_pos (orderOf_dvd_of_pow_eq_one hM) hk
   have hL : (cyclotomicOrders M).lcm id ∣ orderOf M :=
-    Finset.lcm_dvd fun d hd => Nat.dvd_of_mem_divisors (Finset.mem_filter.1 hd).1
+    Finset.lcm_dvd fun d hd => Nat.dvd_of_mem_divisors (mem_cyclotomicOrders.1 hd).1
   have hLpos := Nat.pos_of_dvd_of_pos hL hpos
   have hsub : cyclotomicOrders M ⊆ (orderOf M).divisors :=
-    fun d hd => (Finset.mem_filter.1 hd).1
+    fun d hd => (mem_cyclotomicOrders.1 hd).1
   -- the minimal polynomial divides the product of all cyclotomic factors of `X ^ m - 1`
   have h1 : minpoly ℚ M ∣ (∏ d ∈ (orderOf M).divisors \ cyclotomicOrders M, cyclotomic d ℚ) *
@@ -41,5 +41,5 @@
     obtain ⟨hd1, hd2⟩ := Finset.mem_sdiff.1 hd
     have hirr := cyclotomic.irreducible_rat (Nat.pos_of_mem_divisors hd1)
-    exact (hirr.coprime_iff_not_dvd.2 fun h => hd2 (Finset.mem_filter.2 ⟨hd1, h⟩)).symm
+    exact (hirr.coprime_iff_not_dvd.2 fun h => hd2 (mem_cyclotomicOrders.2 ⟨hd1, h⟩)).symm
   have h3 : ∏ d ∈ cyclotomicOrders M, cyclotomic d ℚ ∣
       (X ^ ((cyclotomicOrders M).lcm id) - 1 : ℚ[X]) := by
```
